# Mean X-ray emission geometry of a classical harmonic core-hole state: (K + G²)⁻¹ K d

When X-ray absorption removes a core electron from a molecule, the nuclei are suddenly on a new potential surface and start to move. The core hole soon decays, and a photon emitted in that decay comes from whatever geometry the nuclei have reached. What is that geometry on average?

Take classical nuclei on a harmonic surface, in mass-weighted coordinates. The ground-state geometry is 0, the relaxed core-hole geometry is d, and K is the symmetric force-constant matrix, with no negative eigenvalue. The displacement x(t) and velocity v(t) = x'(t) obey

x'' = −K(x − d), x(0) = 0, v(0) = 0.

Let the hole decay at a constant rate G > 0, and let the share of decays that emit a photon be constant too, whatever the geometry. Emission times then have the density G exp(−Gt), and the mean emission geometry m has components

mᵢ = ∫₀^∞ G exp(−Gt) xᵢ(t) dt.

The claim is that m = (K + G²)⁻¹ K d, where G² stands for G² times the identity.

## From energy conservation to the mean geometry

The energy is E = ½ v·v + ½ (x − d)·K(x − d). Since K is symmetric,

dE/dt = −v·K(x − d) + v·K(x − d) = 0,

so E keeps its initial value ½ d·Kd. The potential term is never negative, hence vᵢ² ≤ v·v ≤ d·Kd. With C = √(d·Kd), this gives

|vᵢ(t)| ≤ C and |xᵢ(t)| ≤ Ct for t ≥ 0.

From Gt/2 ≤ exp(Gt/2) it follows that

exp(−Gt) |xᵢ(t)| ≤ C (2/G) exp(−Gt/2),

so the integral converges. Now consider

F(t) = exp(−Gt) [−G(v + Gx) − Kd].

Differentiating and inserting the equation of motion, the terms in v and Kd cancel:

F'(t) = exp(−Gt) [G²v + G³x + G Kd + G K(x − d) − G²v] = G exp(−Gt) (Kx + G²x).

The bounds give F(t) → 0 at late times, and F(0) = −Kd. Integrating F' therefore yields

Km + G²m = Kd.

If (K + G²)y = 0, then y·Ky + G² y·y = 0. Neither term is negative, so y = 0. Thus K + G² is invertible, and the claim follows.

A normal mode u of angular frequency ω satisfies Ku = ω²u. Take the scalar product of the balance with u. Symmetry gives u·Km = ω² u·m and u·Kd = ω² u·d, so

u·m = ω²/(ω² + G²) (u·d).

If ω ≠ 0, the fraction lies strictly between 0 and 1. It tends to 1 as G → 0 and to 0 as G → ∞. If u·d ≠ 0, the motion along such a mode overshoots the relaxed value u·d and swings as far as 2 u·d, but the mean over emission times does not overshoot.

## Trajectory, energy and average in Lean

The finite type `n` labels the coordinates, `*ᵥ` applies a matrix to a vector, and `⬝ᵥ` is the scalar product.

```lean
import Mathlib

open Matrix MeasureTheory Filter Set Topology

namespace CoreHoleEmissionGeometry

noncomputable section

variable {n : Type*} [Fintype n] {K : Matrix n n ℝ} {d : n → ℝ} {x v : ℝ → n → ℝ} {G : ℝ}
```

A trajectory is a pair `x`, `v` satisfying the initial conditions and Newton's equation. The equations are imposed at all real times, although only t > 0 enters the average.

```lean
/-- Motion on the harmonic core-hole surface with force constants `K` and minimum `d`, in
mass-weighted coordinates, starting at rest from the ground-state geometry `0`. -/
structure IsCoreHoleTrajectory (K : Matrix n n ℝ) (d : n → ℝ) (x v : ℝ → n → ℝ) : Prop where
  pos_zero : x 0 = 0
  vel_zero : v 0 = 0
  velocity : ∀ t, HasDerivAt x (v t) t
  newton : ∀ t, HasDerivAt v (-(K *ᵥ (x t - d))) t

/-- Kinetic plus potential energy at position `q` and velocity `p` on the core-hole surface. -/
def vibrationalEnergy (K : Matrix n n ℝ) (d q p : n → ℝ) : ℝ :=
  (p ⬝ᵥ p + (q - d) ⬝ᵥ K *ᵥ (q - d)) / 2
```

The mean geometry is defined by the integral, not by the formula to be proved.

```lean
/-- The geometry averaged over emission times, which are distributed as `G exp (-G t)` for a
core hole with decay rate `G`. -/
def meanGeometry (G : ℝ) (x : ℝ → n → ℝ) : n → ℝ :=
  fun i => ∫ t in Ioi (0 : ℝ), G * Real.exp (-G * t) * x t i
```

## Bounds on the motion

Reciprocity of the coupling, a·Kb = b·Ka, is where the symmetry of K enters.

```lean
/-- A symmetric force-constant matrix couples two displacements reciprocally. -/
theorem coupling_symm (hK : K.IsHermitian) (a b : n → ℝ) :
    a ⬝ᵥ K *ᵥ b = b ⬝ᵥ K *ᵥ a := by
  have hT : Kᵀ = K := by
    ext i j
    simpa using hK.apply i j
  rw [Matrix.dotProduct_mulVec, ← Matrix.mulVec_transpose, hT, dotProduct_comm]
```

In the next proof, `dot` is the product rule for scalar products and `hE` is dE/dt = 0. A function with zero derivative is constant, and its value at t = 0 is ½ d·Kd.

```lean
/-- For symmetric `K`, the vibrational energy keeps the value it has at the moment the core hole
is created. -/
theorem energy_conserved (hK : K.IsHermitian) (h : IsCoreHoleTrajectory K d x v) (t : ℝ) :
    vibrationalEnergy K d (x t) (v t) = (d ⬝ᵥ K *ᵥ d) / 2 := by
  -- product rule for the scalar product
  have dot : ∀ {a b : ℝ → n → ℝ} {a' b' : n → ℝ} {s : ℝ}, HasDerivAt a a' s →
      HasDerivAt b b' s →
      HasDerivAt (fun r => a r ⬝ᵥ b r) (a' ⬝ᵥ b s + a s ⬝ᵥ b') s := by
    intro a b a' b' s ha hb
    have h1 : HasDerivAt (fun r => ∑ i, a r i * b r i)
        (∑ i, (a' i * b s i + a s i * b' i)) s :=
      HasDerivAt.fun_sum fun i _ => (hasDerivAt_pi.1 ha i).fun_mul (hasDerivAt_pi.1 hb i)
    rw [Finset.sum_add_distrib] at h1
    exact h1
  have hE : ∀ s, HasDerivAt (fun r => vibrationalEnergy K d (x r) (v r)) 0 s := by
    intro s
    have hq : HasDerivAt (fun r => x r - d) (v s) s := (h.velocity s).sub_const d
    have hKq : HasDerivAt (fun r => K *ᵥ (x r - d)) (K *ᵥ v s) s :=
      hasDerivAt_pi.2 fun i => by
        have h1 := dot (hasDerivAt_const s (K i)) hq
        rw [zero_dotProduct, zero_add] at h1
        exact h1
    refine (((dot (h.newton s) (h.newton s)).fun_add (dot hq hKq)).div_const 2).congr_deriv ?_
    simp only [neg_dotProduct, dotProduct_neg]
    rw [coupling_symm hK (x s - d) (v s), dotProduct_comm (K *ᵥ (x s - d)) (v s)]
    ring
  have hc := is_const_of_deriv_eq_zero (fun s => (hE s).differentiableAt)
    (fun s => (hE s).deriv) t 0
  simpa [vibrationalEnergy, h.pos_zero, h.vel_zero, Matrix.mulVec_neg] using hc
```

The hypothesis `K.PosSemidef` contains symmetry as well as non-negative potential energy. The velocity bound comes from the energy, and the mean value inequality turns it into the bound on the displacement.

```lean
/-- For positive semidefinite `K`, the available energy bounds every velocity component, and
every displacement grows at most linearly in time. -/
theorem motion_bound (hK : K.PosSemidef) (h : IsCoreHoleTrajectory K d x v) (i : n) :
    (∀ t, |v t i| ≤ √(d ⬝ᵥ K *ᵥ d)) ∧ ∀ t, 0 ≤ t → |x t i| ≤ √(d ⬝ᵥ K *ᵥ d) * t := by
  have hv : ∀ t, |v t i| ≤ √(d ⬝ᵥ K *ᵥ d) := by
    intro t
    apply Real.abs_le_sqrt
    have h1 := energy_conserved hK.isHermitian h t
    have h2 : 0 ≤ (x t - d) ⬝ᵥ K *ᵥ (x t - d) := by
      simpa only [star_trivial] using hK.dotProduct_mulVec_nonneg (x t - d)
    have h3 : v t i * v t i ≤ v t ⬝ᵥ v t :=
      Finset.single_le_sum (f := fun j => v t j * v t j)
        (fun j _ => mul_self_nonneg _) (Finset.mem_univ i)
    unfold vibrationalEnergy at h1
    nlinarith
  refine ⟨hv, fun t ht => ?_⟩
  have h4 := convex_univ.norm_image_sub_le_of_norm_hasDerivWithin_le
    (fun s _ => (hasDerivAt_pi.1 (h.velocity s) i).hasDerivWithinAt)
    (fun s _ => hv s) (mem_univ (0 : ℝ)) (mem_univ t)
  simpa [h.pos_zero, abs_of_nonneg ht] using h4
```

Splitting exp(−Gt) into two equal factors leaves one to absorb the linear growth and one to decay.

```lean
/-- For positive semidefinite `K` and `G > 0`, the displacement weighted by core-hole survival
is exponentially small at late times. -/
theorem damped_bound (hK : K.PosSemidef) (hG : 0 < G) (h : IsCoreHoleTrajectory K d x v)
    (i : n) {t : ℝ} (ht : 0 ≤ t) :
    |Real.exp (-G * t) * x t i| ≤ √(d ⬝ᵥ K *ᵥ d) * (2 / G) * Real.exp (-(G / 2) * t) := by
  have hx := (motion_bound hK h i).2 t ht
  have he : Real.exp (-G * t) = Real.exp (-(G / 2) * t) * Real.exp (-(G / 2) * t) := by
    rw [← Real.exp_add]
    congr 1
    ring
  have h1 : Real.exp (G / 2 * t) * Real.exp (-(G / 2) * t) = 1 := by
    rw [← Real.exp_add, ← Real.exp_zero]
    congr 1
    ring
  have h2 := Real.add_one_le_exp (G / 2 * t)
  have hp := Real.exp_pos (-(G / 2) * t)
  rw [abs_mul, abs_of_pos (Real.exp_pos _), he]
  set e := Real.exp (-(G / 2) * t)
  have h3 : t * e ≤ 2 / G := by
    rw [le_div_iff₀ hG]
    nlinarith [mul_le_mul_of_nonneg_right h2 hp.le]
  calc e * e * |x t i| ≤ e * e * (√(d ⬝ᵥ K *ᵥ d) * t) := by gcongr
    _ = √(d ⬝ᵥ K *ᵥ d) * (t * e) * e := by ring
    _ ≤ √(d ⬝ᵥ K *ᵥ d) * (2 / G) * e := by gcongr
```

This gives an integrable majorant. Convergence needs its own theorem because Lean assigns the value 0 to an integral that does not converge.

```lean
/-- For positive semidefinite `K` and `G > 0`, the integral defining the mean emission geometry
converges. -/
theorem emission_integrable (hK : K.PosSemidef) (hG : 0 < G)
    (h : IsCoreHoleTrajectory K d x v) (i : n) :
    IntegrableOn (fun t => G * Real.exp (-G * t) * x t i) (Ioi 0) := by
  have hc : Continuous fun t => x t i :=
    continuous_iff_continuousAt.2 fun t => (hasDerivAt_pi.1 (h.velocity t) i).continuousAt
  have hm : Continuous fun t => G * Real.exp (-G * t) * x t i := by fun_prop
  have hg := Integrable.const_mul (exp_neg_integrableOn_Ioi 0 (half_pos hG))
    (G * (√(d ⬝ᵥ K *ᵥ d) * (2 / G)))
  refine Integrable.mono' hg hm.aestronglyMeasurable ?_
  refine (ae_restrict_iff' measurableSet_Ioi).2 (Eventually.of_forall fun t ht => ?_)
  have hb := mul_le_mul_of_nonneg_left (damped_bound hK hG h i (le_of_lt ht)) hG.le
  rw [Real.norm_eq_abs, mul_assoc, abs_mul, abs_of_pos hG]
  linarith
```

## The balance and its solution

Here `hF` is the derivative of F, written in components, while `hexp`, `hx0` and `hv0` make the boundary terms at late times vanish; the one at t = 0 supplies Kd. The fundamental theorem of calculus on the half-line then gives `key`, which simplifies to the balance.

```lean
/-- For positive semidefinite `K` and `G > 0`, the mean emission geometry `m` obeys the
balance `K m + G² m = K d`. -/
theorem mean_balance (hK : K.PosSemidef) (hG : 0 < G) (h : IsCoreHoleTrajectory K d x v) :
    K *ᵥ meanGeometry G x + G ^ 2 • meanGeometry G x = K *ᵥ d := by
  ext i
  have hw : ∀ j, Integrable (fun t => G * Real.exp (-G * t) * x t j)
      (volume.restrict (Ioi 0)) := emission_integrable hK hG h
  have hsi : Integrable (fun t => ∑ j, K i j * (G * Real.exp (-G * t) * x t j))
      (volume.restrict (Ioi 0)) := MeasureTheory.integrable_finsetSum _ fun j _ => (hw j).const_mul _
  have hexp : ∀ b : ℝ, 0 < b → Tendsto (fun t => Real.exp (-b * t)) atTop (𝓝 0) :=
    fun b hb => Real.tendsto_exp_atBot.comp
      (tendsto_id.const_mul_atTop_of_neg (neg_neg_of_pos hb))
  -- the boundary terms at late times vanish
  have hx0 : Tendsto (fun t => Real.exp (-G * t) * x t i) atTop (𝓝 0) := by
    refine squeeze_zero_norm' ((eventually_ge_atTop 0).mono fun t ht =>
      damped_bound hK hG h i ht) ?_
    simpa only [mul_zero] using (hexp _ (half_pos hG)).const_mul (√(d ⬝ᵥ K *ᵥ d) * (2 / G))
  have hv0 : Tendsto (fun t => Real.exp (-G * t) * v t i) atTop (𝓝 0) := by
    refine squeeze_zero_norm (a := fun t => √(d ⬝ᵥ K *ᵥ d) * Real.exp (-G * t))
      (fun t => ?_) ?_
    · rw [Real.norm_eq_abs, abs_mul, abs_of_pos (Real.exp_pos _), mul_comm]
      exact mul_le_mul_of_nonneg_right ((motion_bound hK h i).1 t) (Real.exp_pos _).le
    · simpa only [mul_zero] using (hexp G hG).const_mul (√(d ⬝ᵥ K *ᵥ d))
  have hlim := ((hv0.const_mul (-G)).sub (hx0.const_mul (G ^ 2))).sub
    ((hexp G hG).const_mul ((K *ᵥ d) i))
  simp only [mul_zero, sub_zero] at hlim
  -- an explicit antiderivative of the weighted equation of motion
  have hF : ∀ t ∈ Ici (0 : ℝ), HasDerivAt
      (fun s => Real.exp (-G * s) * (-G * (v s i + G * x s i) - (K *ᵥ d) i))
      ((∑ j, K i j * (G * Real.exp (-G * t) * x t j))
        + G ^ 2 * (G * Real.exp (-G * t) * x t i)) t := by
    intro t _
    have h0 : HasDerivAt (fun s : ℝ => -G * s) (-G) t :=
      ((hasDerivAt_id' t).const_mul (-G)).congr_deriv (mul_one _)
    have hs : ∑ j, K i j * (G * Real.exp (-G * t) * x t j)
        = G * Real.exp (-G * t) * (K *ᵥ x t) i := by
      simp only [Matrix.mulVec, dotProduct, Finset.mul_sum]
      exact Finset.sum_congr rfl fun j _ => by ring
    refine (h0.exp.fun_mul ((((hasDerivAt_pi.1 (h.newton t) i).fun_add
      ((hasDerivAt_pi.1 (h.velocity t) i).const_mul G)).const_mul (-G)).sub_const
      ((K *ᵥ d) i))).congr_deriv ?_
    rw [hs]
    simp only [Matrix.mulVec_sub, Pi.neg_apply, Pi.sub_apply]
    ring
  have key := integral_Ioi_of_hasDerivAt_of_tendsto' hF
    (hsi.add ((hw i).const_mul (G ^ 2))) (hlim.congr fun t => by ring)
  rw [integral_add hsi ((hw i).const_mul _),
    MeasureTheory.integral_finsetSum _ (fun j _ => (hw j).const_mul _)] at key
  simp only [integral_const_mul] at key
  simp only [h.pos_zero, h.vel_zero, Pi.zero_apply, mul_zero, add_zero, Real.exp_zero,
    one_mul, zero_sub, neg_neg] at key
  exact key
```

The main theorem says that, for every trajectory in the sense above, the averaged geometry equals the inverse of K + G² applied to Kd. The step `hdet` is the null-vector argument.

```lean
/-- For positive semidefinite `K` and decay rate `G > 0`, the mean emission geometry is
`(K + G²)⁻¹ K d`. -/
theorem mean_emission_geometry [DecidableEq n] (hK : K.PosSemidef) (hG : 0 < G)
    (h : IsCoreHoleTrajectory K d x v) :
    meanGeometry G x = (K + G ^ 2 • (1 : Matrix n n ℝ))⁻¹ *ᵥ (K *ᵥ d) := by
  have hA : ∀ y, (K + G ^ 2 • (1 : Matrix n n ℝ)) *ᵥ y = K *ᵥ y + G ^ 2 • y := fun y => by
    rw [Matrix.add_mulVec, Matrix.smul_mulVec, Matrix.one_mulVec]
  -- a null vector of `K + G²` would have negative potential energy
  have hdet : (K + G ^ 2 • (1 : Matrix n n ℝ)).det ≠ 0 := by
    intro h0
    obtain ⟨y, hy, hy0⟩ := Matrix.exists_mulVec_eq_zero_iff.2 h0
    have h1 : y ⬝ᵥ K *ᵥ y + G ^ 2 * (y ⬝ᵥ y) = 0 := by
      rw [← smul_eq_mul, ← dotProduct_smul, ← dotProduct_add, ← hA, hy0, dotProduct_zero]
    have h2 : 0 ≤ y ⬝ᵥ K *ᵥ y := by
      simpa only [star_trivial] using hK.dotProduct_mulVec_nonneg y
    have h3 : 0 < y ⬝ᵥ y := lt_of_le_of_ne (Finset.sum_nonneg fun i _ => mul_self_nonneg _)
      fun h4 => hy (dotProduct_self_eq_zero.1 h4.symm)
    linarith [mul_pos (pow_pos hG 2) h3]
  rw [← mean_balance hK hG h, ← hA, Matrix.mulVec_mulVec,
    Matrix.nonsing_inv_mul _ (isUnit_iff_ne_zero.2 hdet), Matrix.one_mulVec]
```

## Interpolation along normal modes

For a unit vector `u`, `u ⬝ᵥ meanGeometry G x` is the mean mode coordinate; for any other length, both sides of the equation scale alike.

```lean
/-- For positive semidefinite `K` and `G > 0`, the mean displacement along a normal mode `u` of
frequency `ω` is the fraction `ω² / (ω² + G²)` of the full relaxation along that mode. -/
theorem mode_fraction (hK : K.PosSemidef) (hG : 0 < G) (h : IsCoreHoleTrajectory K d x v)
    {u : n → ℝ} {ω : ℝ} (hu : K *ᵥ u = ω ^ 2 • u) :
    u ⬝ᵥ meanGeometry G x = ω ^ 2 / (ω ^ 2 + G ^ 2) * (u ⬝ᵥ d) := by
  have hp : ∀ y, u ⬝ᵥ K *ᵥ y = ω ^ 2 * (u ⬝ᵥ y) := fun y => by
    rw [coupling_symm hK.isHermitian, hu, dotProduct_smul, smul_eq_mul, dotProduct_comm]
  have hb := congrArg (fun y => u ⬝ᵥ y) (mean_balance hK hG h)
  simp only [dotProduct_add, dotProduct_smul, smul_eq_mul, hp] at hb
  have hne : ω ^ 2 + G ^ 2 ≠ 0 := by positivity
  rw [div_mul_eq_mul_div, eq_div_iff hne]
  linear_combination hb
```

The strict inequalities assume u·d > 0, which a change of sign of `u` arranges whenever u·d ≠ 0. The limits follow from those of the fraction. A mode with ω = 0 feels no force, so its mean stays at 0 for every G.

```lean
/-- For positive semidefinite `K`, `G > 0` and a normal mode of nonzero frequency, the mean
displacement lies strictly between the ground-state and relaxed values if these differ (`u` oriented
along the relaxation); it tends to the relaxed value for slow decay and to the ground-state value
for fast decay. -/
theorem mode_interpolation (hK : K.PosSemidef) (h : IsCoreHoleTrajectory K d x v)
    {u : n → ℝ} {ω : ℝ} (hu : K *ᵥ u = ω ^ 2 • u) (hω : ω ≠ 0) :
    (∀ G, 0 < G → 0 < u ⬝ᵥ d →
      0 < u ⬝ᵥ meanGeometry G x ∧ u ⬝ᵥ meanGeometry G x < u ⬝ᵥ d) ∧
    Tendsto (fun G => u ⬝ᵥ meanGeometry G x) (𝓝[>] 0) (𝓝 (u ⬝ᵥ d)) ∧
    Tendsto (fun G => u ⬝ᵥ meanGeometry G x) atTop (𝓝 0) := by
  have hω2 : 0 < ω ^ 2 := by positivity
  refine ⟨fun G hG hd => ?_, ?_, ?_⟩
  · rw [mode_fraction hK hG h hu]
    have hlt : ω ^ 2 / (ω ^ 2 + G ^ 2) < 1 := by
      rw [div_lt_one (by positivity)]
      linarith [pow_pos hG 2]
    exact ⟨by positivity, by nlinarith⟩
  · have hc : ContinuousAt (fun G : ℝ => ω ^ 2 / (ω ^ 2 + G ^ 2) * (u ⬝ᵥ d)) 0 :=
      (continuousAt_const.div (by fun_prop) (by simpa using hω)).mul continuousAt_const
    have hl : Tendsto (fun G : ℝ => ω ^ 2 / (ω ^ 2 + G ^ 2) * (u ⬝ᵥ d)) (𝓝[>] 0)
        (𝓝 (u ⬝ᵥ d)) := by
      have h1 := hc.tendsto.mono_left (nhdsWithin_le_nhds (s := Ioi (0 : ℝ)))
      simpa [hω] using h1
    exact hl.congr' (eventually_mem_nhdsWithin.mono fun G hG =>
      (mode_fraction hK hG h hu).symm)
  · have h1 : Tendsto (fun G : ℝ => ω ^ 2 + G ^ 2) atTop atTop :=
      tendsto_atTop_add_const_left atTop (ω ^ 2) (tendsto_pow_atTop two_ne_zero)
    have h2 := (h1.const_div_atTop (ω ^ 2)).mul_const (u ⬝ᵥ d)
    rw [zero_mul] at h2
    exact h2.congr' ((eventually_gt_atTop 0).mono fun G hG =>
      (mode_fraction hK hG h hu).symm)
```

## Uncoupled oscillators as an example

The theorems take a trajectory as given. For diagonal K with entries ωᵢ² one can be written down explicitly, with xᵢ = dᵢ(1 − cos ωᵢt), and differentiation confirms it.

```lean
/-- Uncoupled oscillators of frequencies `ω i` have a positive semidefinite force-constant
matrix, and `d i (1 - cos (ω i t))` is their core-hole trajectory. -/
theorem trajectory_witness [DecidableEq n] (ω d : n → ℝ) :
    (Matrix.diagonal fun i => ω i ^ 2).PosSemidef ∧
    IsCoreHoleTrajectory (Matrix.diagonal fun i => ω i ^ 2) d
      (fun t i => d i * (1 - Real.cos (ω i * t)))
      (fun t i => d i * ω i * Real.sin (ω i * t)) := by
  have h1 : ∀ i t, HasDerivAt (fun s : ℝ => ω i * s) (ω i) t := fun i t =>
    ((hasDerivAt_id' t).const_mul (ω i)).congr_deriv (mul_one _)
  refine ⟨Matrix.posSemidef_diagonal_iff.2 fun i => sq_nonneg _, ?_, ?_, ?_, ?_⟩
  · ext i
    simp
  · ext i
    simp
  · exact fun t => hasDerivAt_pi.2 fun i =>
      (((h1 i t).cos.const_sub 1).const_mul (d i)).congr_deriv (by ring)
  · exact fun t => hasDerivAt_pi.2 fun i =>
      ((h1 i t).sin.const_mul (d i * ω i)).congr_deriv (by
        simp only [Pi.neg_apply, Matrix.mulVec_diagonal, Pi.sub_apply]
        ring)

end

end CoreHoleEmissionGeometry
```

```lean
#print axioms CoreHoleEmissionGeometry.mean_emission_geometry
-- 'CoreHoleEmissionGeometry.mean_emission_geometry' depends on axioms: [propext, Classical.choice, Quot.sound]
#print axioms CoreHoleEmissionGeometry.mode_interpolation
-- 'CoreHoleEmissionGeometry.mode_interpolation' depends on axioms: [propext, Classical.choice, Quot.sound]
```

In simulations of X-ray emission that run classical nuclei from rest on one harmonic core-hole surface, the formula supplies a reference value for the lifetime-weighted average geometry. The model leaves out anharmonicity, the initial spread of positions and momenta, and any dependence of the decay rate or the photon yield on geometry; it gives a mean structure, not a spectrum.
